# Equal-arc redistribution never lengthens a polygonal string

## Images, arc length and the interpolated curve

A discrete string is a chain of images $x_0,\dots,x_M$ in a real normed space $E$; in a reaction-path calculation each image is a molecular geometry. Write $d_i=x_{i+1}-x_i$ and $\ell_i=\|d_i\|$ for the displacement and length of segment $i$. The arc length up to image $k$ is
$$s_k=\sum_{i<k}\ell_i,\qquad L=s_M .$$

For $0\le t\le L$, the distance travelled on segment $i$ by arc length $t$ is
$$a_i(t)=\min(t,s_{i+1})-\min(t,s_i),$$
which is $0$ before the segment is reached and $\ell_i$ after it is passed. The point at arc length $t$ is
$$\gamma(t)=x_0+\sum_{i<M}\frac{a_i(t)}{\ell_i}\,d_i .$$
A segment with $\ell_i=0$ has $d_i=0$ and contributes nothing, whatever value its fraction is given.

Redistribution with $N\ge 1$ places new images at $y_j=\gamma(jL/N)$ for $j=0,\dots,N$.

## What redistribution does to the lengths

- The ends stay fixed: $y_0=x_0$ and $y_N=x_M$.
- Every new segment satisfies $\|y_{j+1}-y_j\|\le L/N$.
- The new string has length at most $L$, with equality exactly when every new segment has length $L/N$.

In string-method calculations with piecewise linear interpolation and a fixed norm, the reparametrisation step therefore cannot add to the polygonal length. The result does not cover spline interpolation or a position-dependent metric, and it does not involve the energy or the convergence of the path.

## Derivation by the triangle inequality

At $t=0$ every $a_i$ vanishes, so $\gamma(0)=x_0$. At $t=L$ every $a_i$ equals $\ell_i$, so the displacements telescope and $\gamma(L)=x_M$. If $s_k\le t\le s_{k+1}$, the segments before $k$ contribute fully and those after $k$ not at all. For $\ell_k>0$ this gives the usual linear interpolation,
$$\gamma(t)=x_k+\frac{t-s_k}{\ell_k}\,d_k .$$

Now let $0\le u\le t\le L$. The difference $a_i(t)-a_i(u)$ is the part of segment $i$ lying between $u$ and $t$, so it is non-negative. Hence
$$\|\gamma(t)-\gamma(u)\|\le\sum_{i<M}\bigl(a_i(t)-a_i(u)\bigr)=t-u,$$
because the minima telescope. Taking $u=jL/N$ and $t=(j+1)L/N$ bounds each new segment by $L/N$, and summing gives
$$\sum_{j<N}\|y_{j+1}-y_j\|\le N\cdot\frac{L}{N}=L .$$
Since each term is at most $L/N$, the sum equals $L$ only if every term attains its bound.

## A folded string that shrinks

Take the images $0,1,0$ on the real line, so $L=2$, and let $N=3$. The arc lengths $0,\tfrac23,\tfrac43,2$ give the new images $0,\tfrac23,\tfrac23,0$. The length falls to $\tfrac43$ and the middle segment has length zero: equal spacing along the old string does not imply equal distances between the new images.

## The statement in Lean

The chain is a function `x : ℕ → E`, of which only the values up to `M` matter. `arcLength x k` is $s_k$, `stringPoint x M t` is $\gamma(t)$, and `redistribute x M N j` is $y_j$. Both `M` and `N` count segments, so there are $N+1$ new images. The main theorem, `redistribution_never_lengthens`, assumes only `1 ≤ N`; it allows $L=0$, $M=0$ and infinite-dimensional $E$.

```lean
import Mathlib

open Finset

namespace StringReparametrisation

noncomputable section

variable {E : Type*} [NormedAddCommGroup E] [NormedSpace ℝ E]

/-- Arc length of the chain `x` from image `0` to image `k`, measured along its segments. -/
def arcLength {E : Type*} [NormedAddCommGroup E] (x : ℕ → E) (k : ℕ) : ℝ :=
  ∑ i ∈ range k, ‖x (i + 1) - x i‖

/-- The point at arc length `t` on the polygonal string through `x 0, …, x M`: each segment
contributes its displacement times the fraction of it that has been travelled. -/
def stringPoint (x : ℕ → E) (M : ℕ) (t : ℝ) : E :=
  x 0 + ∑ i ∈ range M,
    ((min t (arcLength x (i + 1)) - min t (arcLength x i)) / ‖x (i + 1) - x i‖) •
      (x (i + 1) - x i)

/-- The `j`-th new image, placed at arc length `j L / N` on the old string of length `L`. -/
def redistribute (x : ℕ → E) (M N j : ℕ) : E :=
  stringPoint x M (j * arcLength x M / N)

omit [NormedSpace ℝ E] in
lemma arcLength_succ (x : ℕ → E) (k : ℕ) :
    arcLength x (k + 1) = arcLength x k + ‖x (k + 1) - x k‖ :=
  sum_range_succ _ _

lemma stringPoint_succ (x : ℕ → E) (m : ℕ) (t : ℝ) :
    stringPoint x (m + 1) t = stringPoint x m t +
      ((min t (arcLength x (m + 1)) - min t (arcLength x m)) / ‖x (m + 1) - x m‖) •
        (x (m + 1) - x m) := by
  simp only [stringPoint, sum_range_succ, add_assoc]

omit [NormedSpace ℝ E] in
lemma arcLength_mono (x : ℕ → E) : Monotone (arcLength x) := by
  refine monotone_nat_of_le_succ fun k => ?_
  rw [arcLength_succ]
  linarith [norm_nonneg (x (k + 1) - x k)]

/-- At any arc length at or beyond the end of a chain, the string point is the last image. -/
theorem stringPoint_of_ge (x : ℕ → E) (m : ℕ) (t : ℝ) (h : arcLength x m ≤ t) :
    stringPoint x m t = x m := by
  induction m with
  | zero => simp [stringPoint]
  | succ m ih =>
    have h' : arcLength x m ≤ t := (arcLength_mono x (Nat.le_succ m)).trans h
    have hl : arcLength x (m + 1) - arcLength x m = ‖x (m + 1) - x m‖ := by
      rw [arcLength_succ]; ring
    rw [stringPoint_succ, ih h', min_eq_right h, min_eq_right h', hl]
    by_cases hv : x (m + 1) - x m = 0
    · rw [hv, smul_zero, add_zero]
      exact (sub_eq_zero.mp hv).symm
    · rw [div_self (norm_ne_zero_iff.mpr hv), one_smul]
      abel

/-- Segments that start at or beyond arc length `t` do not affect the string point at `t`. -/
theorem stringPoint_truncate (x : ℕ → E) {m M : ℕ} (hm : m ≤ M) (t : ℝ)
    (h : t ≤ arcLength x m) : stringPoint x M t = stringPoint x m t := by
  induction M, hm using Nat.le_induction with
  | base => rfl
  | succ n hn ih =>
    have h1 : t ≤ arcLength x n := h.trans (arcLength_mono x hn)
    have h2 : t ≤ arcLength x (n + 1) := h1.trans (arcLength_mono x (Nat.le_succ n))
    rw [stringPoint_succ, min_eq_left h1, min_eq_left h2, ih]
    simp

/-- On each old segment the string point is the linear interpolation between its two images. -/
theorem stringPoint_on_segment (x : ℕ → E) {k M : ℕ} (hk : k < M) (t : ℝ)
    (h1 : arcLength x k ≤ t) (h2 : t ≤ arcLength x (k + 1)) :
    stringPoint x M t =
      x k + ((t - arcLength x k) / ‖x (k + 1) - x k‖) • (x (k + 1) - x k) := by
  rw [stringPoint_truncate x (Nat.succ_le_of_lt hk) t h2, stringPoint_succ,
    stringPoint_of_ge x k t h1, min_eq_left h2, min_eq_right h1]

lemma norm_travelled_le (v : E) {r : ℝ} (hr : 0 ≤ r) : ‖(r / ‖v‖) • v‖ ≤ r := by
  by_cases hv : v = 0
  · rw [hv, smul_zero, norm_zero]
    exact hr
  · rw [norm_smul, Real.norm_of_nonneg (div_nonneg hr (norm_nonneg v)),
      div_mul_cancel₀ _ (norm_ne_zero_iff.mpr hv)]

lemma travelled_mono {a b u t : ℝ} (hab : a ≤ b) (hut : u ≤ t) :
    0 ≤ (min t b - min t a) - (min u b - min u a) := by
  simp only [min_def]
  split_ifs <;> linarith

/-- The distance between two points of the string is at most their arc-length separation. -/
theorem chord_le_arc (x : ℕ → E) (M : ℕ) {u t : ℝ} (hut : u ≤ t) :
    ‖stringPoint x M t - stringPoint x M u‖ ≤ t - u := by
  -- The bound is the arc travelled between `u` and `t`, which telescopes over the segments.
  have key : ‖stringPoint x M t - stringPoint x M u‖ ≤
      (min t (arcLength x M) - min t 0) - (min u (arcLength x M) - min u 0) := by
    induction M with
    | zero => simp [stringPoint, arcLength]
    | succ m ih =>
      have hr := travelled_mono (arcLength_mono x (Nat.le_succ m)) hut
      have hn := norm_travelled_le (x (m + 1) - x m) hr
      have hs : stringPoint x (m + 1) t - stringPoint x (m + 1) u =
          (stringPoint x m t - stringPoint x m u) +
          (((min t (arcLength x (m + 1)) - min t (arcLength x m)) -
            (min u (arcLength x (m + 1)) - min u (arcLength x m))) / ‖x (m + 1) - x m‖) •
              (x (m + 1) - x m) := by
        rw [stringPoint_succ, stringPoint_succ]
        module
      rw [hs]
      refine (norm_add_le _ _).trans ?_
      simp only [Nat.succ_eq_add_one] at hn
      linarith
  have hL : 0 ≤ arcLength x M := sum_nonneg fun i _ => norm_nonneg _
  refine key.trans ?_
  simp only [min_def]
  split_ifs <;> linarith

/-- Neighbouring new images are at most `L / N` apart. -/
theorem new_segment_le (x : ℕ → E) (M N j : ℕ) :
    ‖redistribute x M N (j + 1) - redistribute x M N j‖ ≤ arcLength x M / N := by
  have hL : 0 ≤ arcLength x M := sum_nonneg fun i _ => norm_nonneg _
  have hq : 0 ≤ arcLength x M / N := div_nonneg hL (Nat.cast_nonneg N)
  have hstep : ((j + 1 : ℕ) : ℝ) * arcLength x M / N =
      j * arcLength x M / N + arcLength x M / N := by
    push_cast; ring
  have h := chord_le_arc x M (u := j * arcLength x M / N)
    (t := ((j + 1 : ℕ) : ℝ) * arcLength x M / N) (by linarith)
  unfold redistribute
  linarith

lemma sum_equal_arcs (L : ℝ) {N : ℕ} (hN : 1 ≤ N) : ∑ _j ∈ range N, L / N = L := by
  have h : (N : ℝ) ≠ 0 := Nat.cast_ne_zero.mpr (by omega)
  rw [sum_const, card_range, nsmul_eq_mul, mul_div_cancel₀ _ h]

/-- Redistribution at equal arc lengths keeps both end images, makes every new segment at most
`L / N` long, and never lengthens the discrete string. -/
theorem redistribution_never_lengthens (x : ℕ → E) (M : ℕ) {N : ℕ} (hN : 1 ≤ N) :
    redistribute x M N 0 = x 0 ∧ redistribute x M N N = x M ∧
    (∀ j < N, ‖redistribute x M N (j + 1) - redistribute x M N j‖ ≤ arcLength x M / N) ∧
    arcLength (redistribute x M N) N ≤ arcLength x M := by
  have h : (N : ℝ) ≠ 0 := Nat.cast_ne_zero.mpr (by omega)
  refine ⟨?_, ?_, fun j _ => new_segment_le x M N j, ?_⟩
  · have h0 := stringPoint_truncate x (Nat.zero_le M) 0 (by simp [arcLength])
    simpa [redistribute, stringPoint] using h0
  · apply stringPoint_of_ge
    rw [mul_div_assoc, mul_div_cancel₀ _ h]
  · calc arcLength (redistribute x M N) N
        ≤ ∑ _j ∈ range N, arcLength x M / N := sum_le_sum fun j _ => new_segment_le x M N j
      _ = arcLength x M := sum_equal_arcs _ hN

/-- The length of the string is preserved exactly when every new segment has length `L / N`. -/
theorem length_preserved_iff (x : ℕ → E) (M : ℕ) {N : ℕ} (hN : 1 ≤ N) :
    arcLength (redistribute x M N) N = arcLength x M ↔
    ∀ j < N, ‖redistribute x M N (j + 1) - redistribute x M N j‖ = arcLength x M / N := by
  have h := sum_eq_sum_iff_of_le (s := range N) fun j _ => new_segment_le x M N j
  rw [sum_equal_arcs _ hN] at h
  simp only [mem_range] at h
  exact h

/-- A string on the real line that runs from `0` to `1` and back to `0`. -/
def foldedString (k : ℕ) : ℝ := if k = 1 then 1 else 0

/-- Redistributing the folded string of length `2` with `N = 3` gives a string of length `4/3`
whose middle segment has length zero. -/
theorem folded_string_shrinks :
    arcLength foldedString 2 = 2 ∧ arcLength (redistribute foldedString 2 3) 3 = 4 / 3 ∧
    ‖redistribute foldedString 2 3 2 - redistribute foldedString 2 3 1‖ = 0 := by
  have a0 : arcLength foldedString 0 = 0 := by simp [arcLength]
  have a1 : arcLength foldedString 1 = 1 := by simp [arcLength, foldedString]
  have a2 : arcLength foldedString 2 = 2 := by
    norm_num [arcLength, foldedString, sum_range_succ]
  -- The four new images are 0, 2/3, 2/3, 0.
  have r0 : redistribute foldedString 2 3 0 = 0 :=
    (redistribution_never_lengthens foldedString 2 (by norm_num)).1
  have r3 : redistribute foldedString 2 3 3 = 0 :=
    (redistribution_never_lengthens foldedString 2 (by norm_num)).2.1
  have r1 : redistribute foldedString 2 3 1 = 2 / 3 := by
    unfold redistribute
    rw [stringPoint_on_segment foldedString (k := 0) (by norm_num) _
      (by rw [a0, a2]; norm_num) (by rw [a1, a2]; norm_num), a0, a2]
    norm_num [foldedString]
  have r2 : redistribute foldedString 2 3 2 = 2 / 3 := by
    unfold redistribute
    rw [stringPoint_on_segment foldedString (k := 1) (by norm_num) _
      (by rw [a1, a2]; norm_num) (by rw [a2]; norm_num), a1, a2]
    norm_num [foldedString]
  refine ⟨a2, ?_, by rw [r1, r2]; simp⟩
  rw [arcLength_succ, arcLength_succ, arcLength_succ]
  norm_num [arcLength, r0, r1, r2, r3, abs_of_pos]

end

end StringReparametrisation
```

```lean
#print axioms StringReparametrisation.redistribution_never_lengthens
#print axioms StringReparametrisation.length_preserved_iff
#print axioms StringReparametrisation.folded_string_shrinks
```

```
'StringReparametrisation.redistribution_never_lengthens' depends on axioms: [propext, Classical.choice, Quot.sound]
'StringReparametrisation.length_preserved_iff' depends on axioms: [propext, Classical.choice, Quot.sound]
'StringReparametrisation.folded_string_shrinks' depends on axioms: [propext, Classical.choice, Quot.sound]
```

## How the proof follows the derivation

`stringPoint_of_ge` shows by induction that a fully travelled chain ends at its last image, treating zero-length segments separately. `stringPoint_truncate` removes segments not yet reached. Together they give the interpolation formula `stringPoint_on_segment`.

The central estimate is `chord_le_arc`. Its induction adds one segment at a time: `module` checks the vector identity that splits off the last contribution, `norm_add_le` is the triangle inequality, and `travelled_mono` with `norm_travelled_le` bounds the new term by the distance travelled. The intermediate bound `key` is the telescoped sum, and a case split on the minima shows that it is at most $t-u$ for all real $u\le t$, whether or not they lie in $[0,L]$.

`new_segment_le` applies this to neighbouring images, and `sum_equal_arcs` evaluates $N\cdot L/N$. The main theorem combines these with the two end-point lemmas. For `length_preserved_iff`, `sum_eq_sum_iff_of_le` supplies the fact that termwise bounded sums agree exactly when all their terms do. `folded_string_shrinks` takes the end images from the main theorem, computes the two interior ones by interpolation, and adds up the distances.
